# Variational collapse of the free one-dimensional Dirac operator, with Gaussian trial spinors

In units where $\hbar$ and the speed of light equal one, a spinor is a pair $\psi=(f,g)$ of real functions on the line, the free Dirac operator of real mass $m$ acts as $H\psi=(mf-g',\,f'-mg)$, and the energy quotient is $R_m(\psi)=\langle\psi,H\psi\rangle/\langle\psi,\psi\rangle$ with $\langle\varphi,\psi\rangle=\int(\varphi_1\psi_1+\varphi_2\psi_2)\,dx$, the indices 1 and 2 marking upper and lower components. The trial spinors are $\psi_{\alpha,c}=(f,-cf')$ with $f=e^{-\alpha x^2}$, a width parameter $\alpha>0$ and a real coefficient $c$, which is a variational parameter and not the speed of light.

```lean
import Mathlib

open MeasureTheory Real

namespace DiracCollapse

noncomputable section

/-- A real two-component spinor `(f, g)` on the line. -/
abbrev Spinor := (ℝ → ℝ) × (ℝ → ℝ)

/-- The free Dirac operator of mass `m`: `H (f, g) = (m f - g', f' - m g)`. -/
def dirac (m : ℝ) (ψ : Spinor) : Spinor :=
  (fun x => m * ψ.1 x - deriv ψ.2 x, fun x => deriv ψ.1 x - m * ψ.2 x)

/-- The `L²` scalar product of two spinors. -/
def braket (φ ψ : Spinor) : ℝ := ∫ x, φ.1 x * ψ.1 x + φ.2 x * ψ.2 x

/-- The energy quotient `⟨ψ, H ψ⟩ / ⟨ψ, ψ⟩`. -/
def quotient (m : ℝ) (ψ : Spinor) : ℝ := braket ψ (dirac m ψ) / braket ψ ψ

/-- Admissible spinors: both components are differentiable, they and their derivatives are
square integrable, and the norm is positive. -/
structure Admissible (ψ : Spinor) : Prop where
  diff_upper : Differentiable ℝ ψ.1
  diff_lower : Differentiable ℝ ψ.2
  sq_upper : Integrable fun x => ψ.1 x ^ 2
  sq_lower : Integrable fun x => ψ.2 x ^ 2
  sq_deriv_upper : Integrable fun x => deriv ψ.1 x ^ 2
  sq_deriv_lower : Integrable fun x => deriv ψ.2 x ^ 2
  norm_pos : 0 < braket ψ ψ

/-- The Gaussian `exp (-α x²)`. -/
def gauss (α x : ℝ) : ℝ := exp (-α * x ^ 2)

/-- The trial spinor with upper component `f = exp (-α x²)` and lower component `g = -c f'`. -/
def trial (α c : ℝ) : Spinor := (gauss α, fun x => -c * deriv (gauss α) x)

/-- The derivative of the Gaussian is `-2 α x exp (-α x²)`. -/
theorem hasDerivAt_gauss (α x : ℝ) : HasDerivAt (gauss α) (-2 * α * x * gauss α x) x := by
  have h : HasDerivAt (fun x : ℝ => -α * x ^ 2) (-α * (2 * x)) x :=
    ((hasDerivAt_pow 2 x).const_mul (-α)).congr_deriv (by norm_num)
  exact h.exp.congr_deriv (by unfold gauss; ring)

/-- Every power of `x` times the squared Gaussian is integrable when `α > 0`. -/
theorem integrable_pow_gauss_sq {α : ℝ} (hα : 0 < α) (n : ℕ) :
    Integrable fun x : ℝ => x ^ n * gauss α x ^ 2 := by
  have hsq : ∀ x, gauss α x ^ 2 = exp (-(2 * α) * x ^ 2) := by
    intro x; unfold gauss; rw [pow_two (exp _), ← Real.exp_add]; congr 1; ring
  have hn : (-1 : ℝ) < (n : ℝ) := by
    have : (0 : ℝ) ≤ n := Nat.cast_nonneg n
    linarith
  have h2 : 0 < 2 * α := by positivity
  have h := integrable_rpow_mul_exp_neg_mul_sq h2 hn
  simpa only [Real.rpow_natCast, hsq] using h

/-- For `α > 0` the integral of `(A + B x²) exp (-α x²)²` is `(A + B / (4 α)) √(π / (2 α))`. -/
theorem gauss_sq_moment {α : ℝ} (hα : 0 < α) (A B : ℝ) :
    ∫ x, (A + B * x ^ 2) * gauss α x ^ 2 = (A + B / (4 * α)) * √(π / (2 * α)) := by
  have hsq : ∀ x, gauss α x ^ 2 = exp (-(2 * α) * x ^ 2) := by
    intro x; unfold gauss; rw [pow_two (exp _), ← Real.exp_add]; congr 1; ring
  have h0 : Integrable fun x : ℝ => gauss α x ^ 2 := by
    simpa using integrable_pow_gauss_sq hα 0
  have h1 : Integrable fun x : ℝ => x * gauss α x ^ 2 := by
    simpa using integrable_pow_gauss_sq hα 1
  have h2 := integrable_pow_gauss_sq hα 2
  have hg : ∫ x, gauss α x ^ 2 = √(π / (2 * α)) := by
    simp only [hsq]; exact integral_gaussian (2 * α)
  -- the total derivative of `x f²` integrates to zero
  have hd : ∀ x, HasDerivAt (fun x : ℝ => x * gauss α x ^ 2)
      (gauss α x ^ 2 - 4 * α * (x ^ 2 * gauss α x ^ 2)) x := fun x =>
    ((hasDerivAt_id' x).fun_mul ((hasDerivAt_gauss α x).fun_pow 2)).congr_deriv
      (by ring1)
  have hz : ∫ x, (gauss α x ^ 2 - 4 * α * (x ^ 2 * gauss α x ^ 2)) = 0 :=
    integral_eq_zero_of_hasDerivAt_of_integrable hd (h0.sub (h2.const_mul (4 * α))) h1
  rw [integral_sub h0 (h2.const_mul (4 * α)), integral_const_mul, hg] at hz
  have h4 : 4 * α ≠ 0 := by positivity
  have hM : ∫ x : ℝ, x ^ 2 * gauss α x ^ 2 = √(π / (2 * α)) / (4 * α) := by
    rw [eq_div_iff h4]; linarith
  have e : (fun x : ℝ => (A + B * x ^ 2) * gauss α x ^ 2)
      = fun x => A * gauss α x ^ 2 + B * (x ^ 2 * gauss α x ^ 2) := by
    funext x; ring
  rw [e, integral_add (h0.const_mul A) (h2.const_mul B), integral_const_mul,
    integral_const_mul, hg, hM]
  ring

/-- The lower trial component is `2 c α x exp (-α x²)`, with derivative
`2 c α (1 - 2 α x²) exp (-α x²)`. -/
theorem trial_lower (α c : ℝ) :
    (∀ x, (trial α c).2 x = 2 * c * α * x * gauss α x) ∧
    ∀ x, HasDerivAt (trial α c).2 (2 * c * α * (1 - 2 * α * x ^ 2) * gauss α x) x := by
  have h1 : deriv (gauss α) = fun x => -2 * α * x * gauss α x :=
    funext fun x => (hasDerivAt_gauss α x).deriv
  have h2 : (trial α c).2 = fun x => 2 * c * α * x * gauss α x := by
    funext x; simp only [trial, h1]; ring
  refine ⟨fun x => congrFun h2 x, fun x => ?_⟩
  rw [h2]
  exact (((hasDerivAt_id' x).const_mul (2 * c * α)).fun_mul
    (hasDerivAt_gauss α x)).congr_deriv (by ring)

/-- For `α > 0` the squared norm and the energy `⟨ψ, H ψ⟩` of the trial spinor are `1 + c² α` and `m
(1 - c² α) - 2 c α`, each times `√(π / (2 α))`. -/
theorem trial_norm_energy {α : ℝ} (hα : 0 < α) (c m : ℝ) :
    braket (trial α c) (trial α c) = (1 + c ^ 2 * α) * √(π / (2 * α)) ∧
    braket (trial α c) (dirac m (trial α c))
      = (m * (1 - c ^ 2 * α) - 2 * c * α) * √(π / (2 * α)) := by
  obtain ⟨h2, h3⟩ := trial_lower α c
  have hf : ∀ x, (trial α c).1 x = gauss α x := fun _ => rfl
  have h4 : 4 * α ≠ 0 := by positivity
  constructor
  · have e : ∀ x, (trial α c).1 x * (trial α c).1 x + (trial α c).2 x * (trial α c).2 x
        = (1 + (2 * c * α) ^ 2 * x ^ 2) * gauss α x ^ 2 := by
      intro x; rw [h2 x, hf x]; ring
    have k : (2 * c * α) ^ 2 / (4 * α) = c ^ 2 * α := by rw [div_eq_iff h4]; ring
    simp only [braket, e]
    rw [gauss_sq_moment hα, k]
  · -- the `x²` parts of `-f g'` and `g f'` cancel pointwise
    have e : ∀ x, (trial α c).1 x * (dirac m (trial α c)).1 x
        + (trial α c).2 x * (dirac m (trial α c)).2 x
        = (m - 2 * c * α + -m * (2 * c * α) ^ 2 * x ^ 2) * gauss α x ^ 2 := by
      intro x
      have a : deriv (trial α c).1 x = -2 * α * x * gauss α x := (hasDerivAt_gauss α x).deriv
      simp only [dirac]
      rw [a, (h3 x).deriv, h2 x, hf x]; ring
    have k : -m * (2 * c * α) ^ 2 / (4 * α) = -m * (c ^ 2 * α) := by
      rw [div_eq_iff h4]; ring
    simp only [braket, e]
    rw [gauss_sq_moment hα, k]; ring

/-- The trial spinor is admissible for every `α > 0` and every real `c`. -/
theorem trial_admissible {α : ℝ} (hα : 0 < α) (c : ℝ) : Admissible (trial α c) := by
  obtain ⟨h2, h3⟩ := trial_lower α c
  have I := integrable_pow_gauss_sq hα
  refine ⟨fun x => (hasDerivAt_gauss α x).differentiableAt,
    fun x => (h3 x).differentiableAt, ?_, ?_, ?_, ?_, ?_⟩
  · have := I 0
    simp only [pow_zero, one_mul] at this
    exact this
  · have e : (fun x => (trial α c).2 x ^ 2)
        = fun x => (2 * c * α) ^ 2 * (x ^ 2 * gauss α x ^ 2) := by
      funext x; rw [h2 x]; ring
    rw [e]; exact (I 2).const_mul _
  · have e : (fun x => deriv (trial α c).1 x ^ 2)
        = fun x => (2 * α) ^ 2 * (x ^ 2 * gauss α x ^ 2) := by
      funext x
      have a : deriv (trial α c).1 x = -2 * α * x * gauss α x := (hasDerivAt_gauss α x).deriv
      rw [a]; ring
    rw [e]; exact (I 2).const_mul _
  · have e : (fun x => deriv (trial α c).2 x ^ 2)
        = fun x => (2 * c * α) ^ 2 * (x ^ 0 * gauss α x ^ 2 - 4 * α * (x ^ 2 * gauss α x ^ 2)
          + 4 * α ^ 2 * (x ^ 4 * gauss α x ^ 2)) := by
      funext x; rw [(h3 x).deriv]; ring
    rw [e]
    exact (((I 0).sub ((I 2).const_mul (4 * α))).add
      ((I 4).const_mul (4 * α ^ 2))).const_mul ((2 * c * α) ^ 2)
  · rw [(trial_norm_energy hα c 0).1]; positivity

/-- For `α > 0` the energy quotient of the trial spinor is `(m (1 - c² α) - 2 c α) / (1 + c² α)`. -/
theorem quotient_trial {α : ℝ} (hα : 0 < α) (c m : ℝ) :
    quotient m (trial α c) = (m * (1 - c ^ 2 * α) - 2 * c * α) / (1 + c ^ 2 * α) := by
  have hS : √(π / (2 * α)) ≠ 0 := by positivity
  unfold quotient
  rw [(trial_norm_energy hα c m).1, (trial_norm_energy hα c m).2, mul_div_mul_right _ _ hS]

/-- For `α > 0` the spinor `f = exp (-α x²)`, `g = -f' / √α` is admissible and its energy
quotient is `-√α` for every mass `m`. -/
theorem quotient_collapse {α : ℝ} (hα : 0 < α) (m : ℝ) :
    Admissible (trial α (1 / √α)) ∧ quotient m (trial α (1 / √α)) = -√α := by
  refine ⟨trial_admissible hα _, ?_⟩
  -- equal weight in both components, so the mass term drops out
  have h1 : (1 / √α) ^ 2 * α = 1 := by
    rw [div_pow, one_pow, Real.sq_sqrt hα.le]; exact one_div_mul_cancel hα.ne'
  have h2 : 2 * (1 / √α) * α = 2 * √α :=
    calc 2 * (1 / √α) * α = 2 * (α / √α) := by ring
      _ = 2 * √α := by rw [Real.div_sqrt]
  rw [quotient_trial hα, h1, h2]; ring

/-- Variational collapse: the energy quotients of admissible spinors have no lower bound. -/
theorem variational_collapse (m : ℝ) :
    ¬ BddBelow {E | ∃ ψ, Admissible ψ ∧ quotient m ψ = E} := by
  rintro ⟨L, hL⟩
  have hp : 0 < |L| + 1 := by positivity
  have h : L ≤ -√((|L| + 1) ^ 2) := hL ⟨_, quotient_collapse (pow_pos hp 2) m⟩
  rw [Real.sqrt_sq hp.le] at h
  linarith [neg_abs_le L]

/-- At fixed `α > 0` the energy quotient of the trial spinor never exceeds `√(m² + α)`, and it
takes this value at `c = -1 / (√(m² + α) + m)`. -/
theorem quotient_max_over_lower {α : ℝ} (hα : 0 < α) (m : ℝ) :
    quotient m (trial α (-1 / (√(m ^ 2 + α) + m))) = √(m ^ 2 + α) ∧
    ∀ c, quotient m (trial α c) ≤ √(m ^ 2 + α) := by
  have hE : √(m ^ 2 + α) ^ 2 = m ^ 2 + α := Real.sq_sqrt (by positivity)
  have hp : 0 < √(m ^ 2 + α) + m := by
    have : -m < √(m ^ 2 + α) := Real.lt_sqrt_of_sq_lt (by nlinarith)
    linarith
  generalize √(m ^ 2 + α) = E at hE hp ⊢
  -- the gap to `E` is a complete square
  have key : ∀ c : ℝ, (E + m) * (E * (1 + c ^ 2 * α) - (m * (1 - c ^ 2 * α) - 2 * c * α))
      = α * (1 + c * (E + m)) ^ 2 := fun c => by linear_combination hE
  have hd : ∀ c : ℝ, 0 < 1 + c ^ 2 * α := fun c => by positivity
  constructor
  · have hc : 1 + -1 / (E + m) * (E + m) = 0 := by
      rw [div_mul_cancel₀ _ hp.ne']; ring
    have h := key (-1 / (E + m))
    rw [hc, zero_pow two_ne_zero, mul_zero] at h
    have h' := (mul_eq_zero.1 h).resolve_left hp.ne'
    rw [quotient_trial hα, div_eq_iff (hd _).ne']
    linarith
  · intro c
    have h0 : (E + m) * 0
        ≤ (E + m) * (E * (1 + c ^ 2 * α) - (m * (1 - c ^ 2 * α) - 2 * c * α)) := by
      rw [mul_zero, key]; positivity
    have h1 := le_of_mul_le_mul_left h0 hp
    rw [quotient_trial hα, div_le_iff₀ (hd c)]
    linarith

end

end DiracCollapse
```

```lean
#print axioms DiracCollapse.variational_collapse
#print axioms DiracCollapse.quotient_max_over_lower
```

```
'DiracCollapse.variational_collapse' depends on axioms: [propext, Classical.choice, Quot.sound]
'DiracCollapse.quotient_max_over_lower' depends on axioms: [propext, Classical.choice, Quot.sound]
```

## The five statements

The type `Spinor` is the pair $(f,g)$, with `ψ.1` the upper component $f$ and `ψ.2` the lower component $g$. The definitions `dirac`, `braket` and `quotient` are $H$, $\langle\cdot,\cdot\rangle$ and $R_m$; `gauss α` is $f$ and `trial α c` is $\psi_{\alpha,c}$. A spinor is `Admissible` when $f$ and $g$ are differentiable everywhere, $f^2$, $g^2$, $f'^2$ and $g'^2$ are integrable, and $\langle\psi,\psi\rangle>0$. All theorems about integrals or quotients of the trial family assume $\alpha>0$, the condition for the Gaussian to be normalisable, and none restricts $m$, so $m=0$ and $m<0$ are included.

`trial_admissible` says that every $\psi_{\alpha,c}$ is admissible. `quotient_trial` gives its quotient,
$$R_m(\psi_{\alpha,c})=\frac{m(1-c^2\alpha)-2c\alpha}{1+c^2\alpha}.$$
`quotient_collapse` takes $c=1/\sqrt\alpha$, that is $g=-f'/\sqrt\alpha$, and states that this spinor is admissible with quotient exactly $-\sqrt\alpha$, whatever the mass. `variational_collapse` states that the set of numbers $R_m(\psi)$, with $\psi$ ranging over all admissible spinors, is not `BddBelow`: no real number lies at or below all of them. `quotient_max_over_lower` fixes $\alpha$ and varies $c$. With $E=\sqrt{m^2+\alpha}$, the quotient never exceeds $E$, and it equals $E$ at $c=-1/(E+m)$.

The spinors are not normalised. The squared norm is $(1+c^2\alpha)I$ with $I=\sqrt{\pi/(2\alpha)}$, so the normalised state is $\psi_{\alpha,c}/\sqrt{(1+c^2\alpha)I}$, with weight $1/(1+c^2\alpha)$ in the upper and $c^2\alpha/(1+c^2\alpha)$ in the lower component. At $c=1/\sqrt\alpha$ both weights are $1/2$.

## Positive and negative energies of a free particle

With the momentum $p=-i\,d/dx$ and the Pauli matrices $\sigma_y,\sigma_z$, the operator is $H=m\sigma_z+\sigma_y p$, because $-i\sigma_y$ is the real matrix with rows $(0,-1)$ and $(1,0)$. This representation has real coefficients, which allows real spinors. The rest energy is included: the upper component carries $+m$, the lower $-m$, and zero energy is the middle of the gap. Formally $H^2=m^2+p^2$, so a wave of momentum $p$ has the two energies $\pm\sqrt{m^2+p^2}$. A narrow Gaussian contains large momenta, since $\int f'^2dx/\int f^2dx=\alpha$, and a lower component of suitable sign tilts the state towards the negative branch. The value $-\sqrt\alpha$ is an average and not an eigenvalue; for $\sqrt\alpha<|m|$ it lies inside the gap between $-|m|$ and $|m|$.

The maximising coefficient also has a physical reading. The lower row of the eigenvalue equation $H\psi=\varepsilon\psi$ for an energy $\varepsilon$ reads $f'-mg=\varepsilon g$, or $g=f'/(\varepsilon+m)$ when $\varepsilon\neq-m$. The choice $c=-1/(E+m)$ gives $g=f'/(E+m)$, the same relation with $\varepsilon=E$.

For a Schrödinger Hamiltonian bounded below, every quotient lies at or above the bottom of the spectrum, which is the ground-state energy when a ground state exists; in this free, one-particle, one-dimensional Dirac model the quotient has no such floor, and relativistic basis-set calculations meet the corresponding difficulty. In electronic-structure work "variational collapse" usually concerns a Hamiltonian with a potential, whose computed bound-state energies fall below the exact ones in an unbalanced basis. The theorems here contain no potential and no bound state. They establish the unboundedness of the quotient itself, and a maximum over the one-parameter family $g=-cf'$ at a fixed Gaussian $f$. No other admissible lower component gives a larger quotient with the same $f$, by the Cauchy–Schwarz inequality for $\int gf'\,dx$, but this is not among the theorems. Self-adjointness and the spectrum of $H$ are not stated. Complex spinors are not treated either, though admitting them only enlarges the set of quotients.

The admissibility condition matters because Lean assigns the value $0$ to the integral of a non-integrable function, to the derivative at a point of non-differentiability and to a division by zero; the conditions on $f,g,f',g'$ make each product in $\langle\psi,H\psi\rangle$ a product of two square-integrable functions. Restricting the set to admissible spinors makes `variational_collapse` a stronger claim than the unrestricted one, since the arbitrarily low values must be reached by proper states.

## Norm and energy of the trial spinor

The derivatives are
$$f'=-2\alpha x f,\qquad g=-cf'=2c\alpha x f,\qquad g'=2c\alpha(1-2\alpha x^2)f .$$
The first is `hasDerivAt_gauss`, the chain rule applied to $-\alpha x^2$ and the exponential. The other two are `trial_lower`, where the product rule for $2c\alpha x\cdot f$ appears as `fun_mul`.

Two integrals are needed. Since $f^2=e^{-2\alpha x^2}$, the Gaussian integral gives $\int f^2dx=I$, which is `integral_gaussian (2 * α)`. For the second moment,
$$\frac{d}{dx}\left(xf^2\right)=f^2-4\alpha x^2f^2 ,$$
and $xf^2$ vanishes at both ends, so $\int x^2f^2dx=I/(4\alpha)$. For constants $A$ and $B$ this gives
$$\int(A+Bx^2)f^2dx=\Big(A+\frac{B}{4\alpha}\Big)I ,$$
which is `gauss_sq_moment`. In Lean the boundary term is handled by `integral_eq_zero_of_hasDerivAt_of_integrable`: an integrable function with an integrable derivative has a derivative of integral zero. The integrability comes from `integrable_pow_gauss_sq`, which covers $x^nf^2$ for every natural number $n$ and is used here with $n=0,1,2$.

The norm density is $f^2+g^2=(1+4c^2\alpha^2x^2)f^2$, so $A=1$, $B=4c^2\alpha^2$ and $\langle\psi,\psi\rangle=(1+c^2\alpha)I$. The energy density is
$$f(mf-g')+g(f'-mg)=m(f^2-g^2)-fg'+gf' .$$
Here $-fg'=(-2c\alpha+4c\alpha^2x^2)f^2$ and $gf'=-4c\alpha^2x^2f^2$, so the $x^2$ terms cancel at each point and $-fg'+gf'=-2c\alpha f^2$. The density is therefore $(m-2c\alpha-4mc^2\alpha^2x^2)f^2$, and
$$\langle\psi,H\psi\rangle=\big(m(1-c^2\alpha)-2c\alpha\big)I .$$
Both results are `trial_norm_energy`. In each half the step `e` rewrites the density into the form $(A+Bx^2)f^2$ and `k` evaluates $B/(4\alpha)$. Dividing and cancelling $I\neq0$ is `quotient_trial`.

For `trial_admissible`, each of $f^2$, $g^2$, $f'^2$ and $g'^2$ is written as a combination of $x^nf^2$ with $n=0,2,4$, the fourth power arising from $(1-2\alpha x^2)^2$ in $g'^2$. Positivity of the norm is read off from $(1+c^2\alpha)I$.

The second moment invites a slip. The weight in all these integrals is $f^2$, whose mean of $x^2$ is $1/(4\alpha)$, whereas $f$ taken as a weight gives $1/(2\alpha)$. With the latter the norm would come out as $(1+2c^2\alpha)I$ and the mass term would fail to cancel at $c=1/\sqrt\alpha$. The sign of $c$ needs the same care, as it is tied to the sign convention in `dirac`: the formula for the quotient gives $+\sqrt\alpha$ at $c=-1/\sqrt\alpha$.

## No lower bound

At $c=1/\sqrt\alpha$ one has $c^2\alpha=1$ and $2c\alpha=2\sqrt\alpha$, the facts `h1` and `h2` in `quotient_collapse`. The mass term $m(1-c^2\alpha)$ vanishes because the two components carry equal weight, and the quotient is $-2\sqrt\alpha/2=-\sqrt\alpha$.

Suppose a real number $L$ were a lower bound for all quotients. Take $\alpha=(|L|+1)^2$, which is positive even for $L=0$. The corresponding spinor is admissible with quotient $-(|L|+1)$, so $L\le-|L|-1$. This contradicts $-|L|\le L$. The proof of `variational_collapse` applies the bound `hL` to exactly this spinor, simplifies the root with `Real.sqrt_sq`, and closes with `linarith [neg_abs_le L]`.

## The maximum at fixed width

Write the quotient as $N/D$ with $N=m(1-c^2\alpha)-2c\alpha$ and $D=1+c^2\alpha>0$. Then
$$ED-N=(E-m)+2c\alpha+c^2\alpha(E+m),$$
and multiplying by $E+m$ and using $(E+m)(E-m)=E^2-m^2=\alpha$ gives
$$(E+m)(ED-N)=\alpha+2c\alpha(E+m)+c^2\alpha(E+m)^2=\alpha\big(1+c(E+m)\big)^2 .$$
The factor $E+m$ is positive for every real $m$, because $E^2>m^2$ when $\alpha>0$. Hence $ED-N\ge0$, that is $N/D\le E$, and the square vanishes at $c=-1/(E+m)$, where $N/D=E$. In `quotient_max_over_lower` the root is replaced by a variable `E` that is known only through `hE` ($E^2=m^2+\alpha$) and `hp` ($E+m>0$). The identity is `key`, proved by `linear_combination hE`, since the difference of its two sides is the polynomial $E^2-m^2-\alpha$.

## The two-function basis in a program

A basis-set code obtains coefficients such as $c$ by diagonalising the matrix of $H$ in a basis. The orthonormal pair $u_1=(f,0)/\sqrt I$ and $u_2=(0,-f')/\sqrt{\alpha I}$ spans the trial family at fixed $\alpha$, with $\psi_{\alpha,c}=\sqrt I\,(u_1+tu_2)$ and $t=c\sqrt\alpha$. In terms of $t$ the quotient is $\big(m(1-t^2)-2t\sqrt\alpha\big)/(1+t^2)$, the quotient of the vector $(1,t)$ for the matrix
$$\begin{pmatrix}m&-\sqrt\alpha\\-\sqrt\alpha&-m\end{pmatrix},$$
whose eigenvalues are $\pm E$. The upper eigenvalue is the maximum found above, and $t=1$ is the collapsing trial spinor. A minimiser left to itself would head for the lower eigenvalue $-E$, which decreases without limit as tighter Gaussians are allowed, so a program picks the electronic solutions from the upper part of the matrix spectrum.

Generating the lower basis function by differentiating the upper one is the one-dimensional form of kinetic balance in four-component calculations. For $m>0$ and $\alpha\ll m^2$ the maximising coefficient approaches $c=-1/(2m)$, or $g=f'/(2m)$, and $E\approx m+\alpha/(2m)$, the rest energy plus the non-relativistic kinetic energy of the Gaussian. The matrix picture, this expansion and the earlier remarks on $H^2$, the gap and the eigenvalue equation are commentary in ordinary mathematics, not content of the theorems.
